# The closed-shell Fock matrix \(h + J - K/2\) as spin block and energy gradient for real eightfold-symmetric integrals

Take real, eightfold-symmetric two-electron integrals in a finite basis, a symmetric core matrix \(h\) and a symmetric spatial density \(P\) with Coulomb and exchange matrices \(J[P]\), \(K[P]\): if the spin-orbital core matrix and density are block diagonal in spin, with \(h\) and \(P/2\) respectively in both blocks, the spin-orbital Fock matrix is block diagonal with both blocks \(F = h + J[P] - \tfrac12 K[P]\). This \(F\) is also the only symmetric matrix \(M\) for which \(\operatorname{tr}(DM)\) is the derivative of \(E(P) = \operatorname{tr}(Ph) + \tfrac12\operatorname{tr}(PJ[P]) - \tfrac14\operatorname{tr}(PK[P])\) along every symmetric direction \(D\).

In Lean 4 with Mathlib:

```lean
import Mathlib

open Matrix

namespace ClosedShellFock

noncomputable section

variable {n : Type*} [Fintype n]

/-- Eightfold symmetry of real integrals `g p q r s = (pq|rs)`, given by its generators
`(pq|rs) = (qp|rs)` and `(pq|rs) = (rs|pq)`. -/
structure EightFold (g : n → n → n → n → ℝ) : Prop where
  swap : ∀ p q r s, g p q r s = g q p r s
  pair : ∀ p q r s, g p q r s = g r s p q

/-- Coulomb matrix `J[P]_pq = ∑ (pq|rs) P_sr`. -/
def coulomb (g : n → n → n → n → ℝ) (P : Matrix n n ℝ) : Matrix n n ℝ :=
  Matrix.of fun p q => ∑ s, ∑ r, g p q r s * P s r

/-- Exchange matrix `K[P]_pq = ∑ (ps|rq) P_sr`. -/
def exchange (g : n → n → n → n → ℝ) (P : Matrix n n ℝ) : Matrix n n ℝ :=
  Matrix.of fun p q => ∑ s, ∑ r, g p s r q * P s r

/-- Closed-shell Fock matrix `h + J[P] - K[P]/2`. -/
def fock (g : n → n → n → n → ℝ) (h P : Matrix n n ℝ) : Matrix n n ℝ :=
  h + coulomb g P - (1 / 2 : ℝ) • exchange g P

/-- Closed-shell energy `tr(Ph) + tr(P J[P])/2 - tr(P K[P])/4`. -/
def energy (g : n → n → n → n → ℝ) (h P : Matrix n n ℝ) : ℝ :=
  trace (P * h) + trace (P * coulomb g P) / 2 - trace (P * exchange g P) / 4

/-- Spin-orbital integral `(PQ|RS)`: the spatial integral times a spin delta for each electron. -/
def spinInt (g : n → n → n → n → ℝ) (P Q R S : n × Fin 2) : ℝ :=
  if P.2 = Q.2 ∧ R.2 = S.2 then g P.1 Q.1 R.1 S.1 else 0

/-- Antisymmetrized integral `⟨PQ||RS⟩ = (PR|QS) - (PS|QR)`. -/
def antisym (g : n → n → n → n → ℝ) (P Q R S : n × Fin 2) : ℝ :=
  spinInt g P R Q S - spinInt g P S Q R

/-- Spin-orbital Fock matrix `F_PQ = H_PQ + ∑ ⟨PR||QS⟩ Γ_SR`. -/
def spinFock (g : n → n → n → n → ℝ) (H Γ : Matrix (n × Fin 2) (n × Fin 2) ℝ) :
    Matrix (n × Fin 2) (n × Fin 2) ℝ :=
  Matrix.of fun P Q => H P Q + ∑ S, ∑ R, antisym g P R Q S * Γ S R

/-- The spin-orbital matrix with the spatial matrix `A` in both diagonal spin blocks
and zero off-diagonal blocks. -/
def bothSpins (A : Matrix n n ℝ) : Matrix (n × Fin 2) (n × Fin 2) ℝ :=
  blockDiagonal fun _ : Fin 2 => A

/-- The Coulomb and exchange matrices are linear in the density. -/
theorem coulomb_exchange_linear (g : n → n → n → n → ℝ) (a b : ℝ) (P D : Matrix n n ℝ) :
    coulomb g (a • P + b • D) = a • coulomb g P + b • coulomb g D ∧
    exchange g (a • P + b • D) = a • exchange g P + b • exchange g D := by
  constructor <;> ext p q <;>
    simp only [coulomb, exchange, Matrix.of_apply, Matrix.add_apply, Matrix.smul_apply,
      smul_eq_mul, Finset.mul_sum, ← Finset.sum_add_distrib] <;>
    exact Finset.sum_congr rfl fun s _ => Finset.sum_congr rfl fun r _ => by ring

/-- For a density with spin blocks `D 0`, `D 1` the spin-orbital Fock matrix is block diagonal
with blocks `h + J[D 0 + D 1] - K[D σ]`. -/
theorem spinFock_blockDiagonal (g : n → n → n → n → ℝ) (h : Matrix n n ℝ)
    (D : Fin 2 → Matrix n n ℝ) :
    spinFock g (bothSpins h) (blockDiagonal D) =
      blockDiagonal fun σ => h + coulomb g (D 0 + D 1) - exchange g (D σ) := by
  ext ⟨p, σ⟩ ⟨q, τ⟩
  -- carry out the spin sums; the deltas select the surviving terms
  simp only [spinFock, bothSpins, antisym, spinInt, Matrix.of_apply, Fintype.sum_prod_type,
    Fin.sum_univ_two, blockDiagonal_apply]
  fin_cases σ <;> fin_cases τ <;>
    simp [coulomb, exchange, sub_mul, mul_add, Finset.sum_add_distrib,
      Finset.sum_sub_distrib] <;> ring

/-- With `P/2` in each spin block the spin-orbital Fock matrix is block diagonal with both
blocks equal to `h + J[P] - K[P]/2`. -/
theorem spinFock_closedShell (g : n → n → n → n → ℝ) (h P : Matrix n n ℝ) :
    spinFock g (bothSpins h) (bothSpins ((1 / 2 : ℝ) • P)) = bothSpins (fock g h P) := by
  have hP : (1 / 2 : ℝ) • P + (1 / 2 : ℝ) • P = P := by module
  have hK := (coulomb_exchange_linear g (1 / 2) 0 P P).2
  simp only [zero_smul, add_zero] at hK
  have key := spinFock_blockDiagonal g h fun _ => (1 / 2 : ℝ) • P
  simp only [hP, hK] at key
  exact key

/-- With `Γ` having `P/2` in each spin block, the spin-orbital energy `tr(Γ(H + F))/2` equals
the closed-shell energy of `P`. -/
theorem spinEnergy_closedShell (g : n → n → n → n → ℝ) (h P : Matrix n n ℝ) :
    trace (bothSpins ((1 / 2 : ℝ) • P) *
      (bothSpins h + spinFock g (bothSpins h) (bothSpins ((1 / 2 : ℝ) • P)))) / 2 =
      energy g h P := by
  rw [spinFock_closedShell]
  simp only [bothSpins, Matrix.mul_add, ← blockDiagonal_mul, trace_add, trace_blockDiagonal]
  simp only [fock, energy, Fin.sum_univ_two, Matrix.smul_mul, Matrix.mul_add, Matrix.mul_sub,
    Matrix.mul_smul, trace_add, trace_sub, trace_smul, smul_eq_mul]
  ring

/-- If `(pq|rs) = (rs|pq)`, then `tr(D J[P]) = tr(P J[D])` and `tr(D K[P]) = tr(P K[D])`. -/
theorem trace_swap {g : n → n → n → n → ℝ} (hg : ∀ p q r s, g p q r s = g r s p q)
    (P D : Matrix n n ℝ) :
    trace (D * coulomb g P) = trace (P * coulomb g D) ∧
    trace (D * exchange g P) = trace (P * exchange g D) := by
  -- interchange the two index pairs in the fourfold sum
  have rev : ∀ f : n → n → n → n → ℝ,
      ∑ q, ∑ p, ∑ s, ∑ r, f q p s r = ∑ s, ∑ r, ∑ q, ∑ p, f q p s r := fun f =>
    calc ∑ q, ∑ p, ∑ s, ∑ r, f q p s r
        = ∑ x : n × n, ∑ y : n × n, f x.1 x.2 y.1 y.2 := by simp only [Fintype.sum_prod_type]
      _ = ∑ y : n × n, ∑ x : n × n, f x.1 x.2 y.1 y.2 := Finset.sum_comm
      _ = _ := by simp only [Fintype.sum_prod_type]
  constructor <;>
    simp only [trace, diag_apply, mul_apply, coulomb, exchange, Matrix.of_apply,
      Finset.mul_sum] <;>
    refine (rev _).trans (Finset.sum_congr rfl fun s _ => Finset.sum_congr rfl fun r _ =>
      Finset.sum_congr rfl fun q _ => Finset.sum_congr rfl fun p _ => ?_)
  · linear_combination D q p * P s r * hg p q r s
  · linear_combination D q p * P s r * hg p s r q

/-- If `(pq|rs) = (rs|pq)`, the derivative of the closed-shell energy at `P` along any
direction `D` is `tr(D (h + J[P] - K[P]/2))`. -/
theorem energy_hasDerivAt {g : n → n → n → n → ℝ} (hg : ∀ p q r s, g p q r s = g r s p q)
    (h P D : Matrix n n ℝ) :
    HasDerivAt (fun t : ℝ => energy g h (P + t • D)) (trace (D * fock g h P)) 0 := by
  obtain ⟨hJ, hK⟩ := trace_swap hg P D
  have poly : ∀ a b c : ℝ, HasDerivAt (fun t : ℝ => a + t * b + t ^ 2 * c) b 0 := fun a b c =>
    ((((hasDerivAt_id' (0 : ℝ)).mul_const b).const_add a).fun_add
      ((hasDerivAt_pow 2 (0 : ℝ)).mul_const c)).congr_deriv (by simp)
  -- the energy is a quadratic polynomial in `t`
  have expand : (fun t : ℝ => energy g h (P + t • D)) = fun t : ℝ =>
      energy g h P + t * trace (D * fock g h P) +
        t ^ 2 * (trace (D * coulomb g D) / 2 - trace (D * exchange g D) / 4) := by
    funext t
    obtain ⟨lJ, lK⟩ := coulomb_exchange_linear g 1 t P D
    simp only [one_smul] at lJ lK
    simp only [energy, fock, lJ, lK, Matrix.add_mul, Matrix.mul_add, Matrix.mul_sub,
      Matrix.smul_mul, Matrix.mul_smul, trace_add, trace_sub, trace_smul, smul_eq_mul]
    linear_combination -(t / 2) * hJ + (t / 4) * hK
  rw [expand]
  exact poly _ _ _

/-- For eightfold-symmetric integrals and symmetric `h` and `P` the closed-shell Fock matrix
is symmetric. -/
theorem fock_isSymm {g : n → n → n → n → ℝ} (hg : EightFold g) {h P : Matrix n n ℝ}
    (hh : h.IsSymm) (hP : P.IsSymm) : (fock g h P).IsSymm := by
  have hJ : (coulomb g P).IsSymm := by
    refine Matrix.IsSymm.ext fun p q => ?_
    simp only [coulomb, Matrix.of_apply]
    refine Finset.sum_congr rfl fun s _ => Finset.sum_congr rfl fun r _ => ?_
    rw [hg.swap q p r s]
  have hK : (exchange g P).IsSymm := by
    refine Matrix.IsSymm.ext fun p q => ?_
    simp only [exchange, Matrix.of_apply]
    rw [Finset.sum_comm]
    refine Finset.sum_congr rfl fun s _ => Finset.sum_congr rfl fun r _ => ?_
    have e : g q r s p = g p s r q := by
      rw [hg.pair q r s p, hg.swap s p q r, hg.pair p s q r, hg.swap q r p s, hg.pair r q p s]
    rw [e, hP.apply s r]
  exact (hh.add hJ).sub (hK.smul _)

/-- For eightfold-symmetric integrals and symmetric `h`, `P`: with `P/2` in each spin block the
spin-orbital Fock matrix has both blocks `h + J[P] - K[P]/2`, and a symmetric `M` gives the
energy derivative as `tr(D M)` along every symmetric `D` exactly when it equals this block. -/
theorem closedShell_fock {g : n → n → n → n → ℝ} (hg : EightFold g) {h P : Matrix n n ℝ}
    (hh : h.IsSymm) (hP : P.IsSymm) :
    spinFock g (bothSpins h) (bothSpins ((1 / 2 : ℝ) • P)) = bothSpins (fock g h P) ∧
    ∀ M : Matrix n n ℝ, (M.IsSymm ∧ ∀ D : Matrix n n ℝ, D.IsSymm →
      HasDerivAt (fun t : ℝ => energy g h (P + t • D)) (trace (D * M)) 0) ↔ M = fock g h P := by
  have hF := fock_isSymm hg hh hP
  -- a symmetric matrix with `tr(D D) = 0` vanishes
  have key : ∀ D : Matrix n n ℝ, D.IsSymm → trace (D * D) = 0 → D = 0 := by
    intro D hD h0
    have h1 : ∑ i, ∑ j, D i j * D i j = 0 := by
      refine Eq.trans ?_ h0
      simp only [trace, diag_apply, mul_apply]
      refine Finset.sum_congr rfl fun i _ => Finset.sum_congr rfl fun j _ => ?_
      rw [hD.apply i j]
    ext i j
    have h2 := (Finset.sum_eq_zero_iff_of_nonneg fun i _ =>
      Finset.sum_nonneg fun j _ => mul_self_nonneg (D i j)).1 h1 i (Finset.mem_univ i)
    have h3 := (Finset.sum_eq_zero_iff_of_nonneg fun j _ =>
      mul_self_nonneg (D i j)).1 h2 j (Finset.mem_univ j)
    exact mul_self_eq_zero.1 h3
  refine ⟨spinFock_closedShell g h P, fun M => ⟨?_, ?_⟩⟩
  · rintro ⟨hM, hd⟩
    have e := (hd _ (hM.sub hF)).unique (energy_hasDerivAt hg.pair h P _)
    refine sub_eq_zero.1 (key _ (hM.sub hF) ?_)
    rw [Matrix.mul_sub, trace_sub, e, sub_self]
  · rintro rfl
    exact ⟨hF, fun D _ => energy_hasDerivAt hg.pair h P D⟩

/-- Factorised model integrals `(pq|rs) = (p+q+1)(r+s+1)` on two basis functions. -/
def modelInt (p q r s : Fin 2) : ℝ :=
  ((p.val : ℝ) + (q.val : ℝ) + 1) * ((r.val : ℝ) + (s.val : ℝ) + 1)

/-- The model integrals are eightfold symmetric, with `J[1]₀₀ = 4` and `K[1]₀₀ = 5`. -/
theorem eightFold_witness :
    EightFold modelInt ∧ coulomb modelInt 1 0 0 = 4 ∧ exchange modelInt 1 0 0 = 5 := by
  refine ⟨⟨fun p q r s => ?_, fun p q r s => ?_⟩, ?_, ?_⟩
  · unfold modelInt; ring
  · unfold modelInt; ring
  · simp [coulomb, modelInt, Fin.sum_univ_two, Matrix.one_apply]
    norm_num
  · simp [exchange, modelInt, Fin.sum_univ_two, Matrix.one_apply]
    norm_num

end

end ClosedShellFock
```

```lean
#print axioms ClosedShellFock.spinEnergy_closedShell
#print axioms ClosedShellFock.closedShell_fock
```

```
'ClosedShellFock.spinEnergy_closedShell' depends on axioms: [propext, Classical.choice, Quot.sound]
'ClosedShellFock.closedShell_fock' depends on axioms: [propext, Classical.choice, Quot.sound]
```

## Integrals, densities and conventions

The finite type `n` labels spatial basis functions \(\phi_p\), and `g p q r s` is the real integral \((pq|rs)\) in chemists' order. `EightFold g` postulates \((pq|rs) = (qp|rs)\) (`swap`), which holds because the charge distribution \(\phi_p\phi_q\) of real functions is symmetric in \(p, q\), and \((pq|rs) = (rs|pq)\) (`pair`), which is the relabelling of the two electrons. These two generate all eight index permutations. The definitions `coulomb` and `exchange` are
\[ J[P]_{pq} = \sum_{s,r} (pq|rs)\,P_{sr}, \qquad K[P]_{pq} = \sum_{s,r} (ps|rq)\,P_{sr}, \]
and `fock` and `energy` are \(F\) and \(E\). \(P\) is the total density over both spins; nuclear repulsion is left out. For a single basis function with \((00|00) = u\) one has \(F = h + uP/2\) and \(E = Ph + uP^2/4\), which is \(2h + u\) at \(P = 2\).

A spin-orbital is a pair \((p,\sigma)\) in `n × Fin 2`, with \(\sigma \in \{0,1\}\). In `spinInt`, `antisym` and `spinFock` the capitals `P Q R S` are such pairs, not densities. `spinInt` attaches one spin delta per electron, `antisym` subtracts the exchange term, and `spinFock` builds the Fock matrix \(\mathcal F\) from a core matrix \(H\) and a density \(\Gamma\). `bothSpins A` has \(A\) in both diagonal blocks and zero elsewhere, so `bothSpins h` is a core Hamiltonian without spin–orbit coupling.

In `closedShell_fock` the first conjunct is the block form. The second says, for every \(M\): \(M\) is symmetric and \(t \mapsto E(P + tD)\) has derivative \(\operatorname{tr}(DM)\) at \(t = 0\) for all symmetric \(D\), if and only if \(M = F\).

The expressions for \(\mathcal F\) and for the spin-orbital energy \(\tfrac12\operatorname{tr}\,\Gamma(H + \mathcal F)\) are taken as given, not derived from a Slater determinant, and `g` is an arbitrary array rather than an integral over Gaussians. Neither a fixed electron number nor idempotency is imposed on \(P\) or \(P + tD\), and self-consistency is not addressed. For restricted closed-shell Hartree–Fock in a finite real basis, the result says that a program can build \(F\) and \(E\) from the spatial matrices \(h\), \(P\), \(J[P]\) and \(K[P]\), and that the weight \(\tfrac14\) of exchange in the energy goes with the weight \(\tfrac12\) in the Fock matrix.

## Summing over spin

Let \(\Gamma_{s\lambda, r\rho} = \delta_{\lambda\rho} D^{\lambda}_{sr}\), with spin labels \(\lambda, \rho\) and two arbitrary blocks \(D^0, D^1\). For spin labels \(\sigma, \tau\) on row and column,
\[ \mathcal F_{p\sigma,q\tau} = \delta_{\sigma\tau}h_{pq} + \sum_{s\lambda,\,r\rho}\big[\delta_{\sigma\tau}\delta_{\rho\lambda}(pq|rs) - \delta_{\sigma\lambda}\delta_{\rho\tau}(ps|rq)\big]\,\delta_{\lambda\rho}D^{\lambda}_{sr}. \]
In the first term \(\lambda\) runs over both spins and gives \(\delta_{\sigma\tau}J[D^0 + D^1]_{pq}\). In the second \(\lambda = \sigma\) and \(\rho = \tau\), which leaves \(\delta_{\sigma\tau}K[D^\sigma]_{pq}\). This is `spinFock_blockDiagonal`, where `fin_cases` goes through the four pairs \((\sigma,\tau)\) and the deltas are evaluated in each. No symmetry of `g` is used.

With \(D^0 = D^1 = P/2\) the Coulomb argument is \(P\) (`hP`), and linearity, proved term by term in `coulomb_exchange_linear`, gives \(K[P/2] = \tfrac12 K[P]\) (`hK`); that is `spinFock_closedShell`. Both blocks contribute equally to the trace, so
\[ \tfrac12\operatorname{tr}\,\Gamma(H + \mathcal F) = \tfrac12\cdot 2\cdot\operatorname{tr}\big[\tfrac12 P\,(2h + J[P] - \tfrac12 K[P])\big] = E(P), \]
which is `spinEnergy_closedShell`, a separate theorem that ties `energy` to the spin-orbital expression.

## The slope of the energy

From here \(D\) is a direction in the space of spatial densities. Pair symmetry gives
\[ \operatorname{tr}(DJ[P]) = \sum_{q,p,s,r} D_{qp}(pq|rs)P_{sr} = \sum_{s,r,q,p} P_{sr}(rs|pq)D_{qp} = \operatorname{tr}(PJ[D]), \]
and \((ps|rq) = (rq|ps)\) gives \(\operatorname{tr}(DK[P]) = \operatorname{tr}(PK[D])\) in the same way. In `trace_swap`, `rev` interchanges the index pairs \((q,p)\) and \((s,r)\), and each `linear_combination` is the termwise identity multiplied by \(D_{qp}P_{sr}\).

By linearity, the coefficient of \(t\) in \(E(P + tD)\) is
\[ \operatorname{tr}(Dh) + \tfrac12\big[\operatorname{tr}(DJ[P]) + \operatorname{tr}(PJ[D])\big] - \tfrac14\big[\operatorname{tr}(DK[P]) + \operatorname{tr}(PK[D])\big], \]
and the two traces in each bracket are equal, so
\[ E(P + tD) = E(P) + t\operatorname{tr}(DF) + t^2\big[\tfrac12\operatorname{tr}(DJ[D]) - \tfrac14\operatorname{tr}(DK[D])\big]. \]
This is `expand` in `energy_hasDerivAt`, and `poly` differentiates a quadratic at zero. The theorem assumes only pair symmetry and holds for all \(h\), \(P\), \(D\), symmetric or not.

## Symmetry and uniqueness of \(F\)

\(J[P]\) is symmetric by `swap` alone. For exchange, rename \(s \leftrightarrow r\) in \(K_{qp} = \sum_{s,r}(qs|rp)P_{sr}\) to get \(\sum_{s,r}(qr|sp)P_{rs}\), and use
\[ (qr|sp) = (sp|qr) = (ps|qr) = (qr|ps) = (rq|ps) = (ps|rq) \]
with \(P_{rs} = P_{sr}\) to obtain \(K_{pq}\). In `fock_isSymm` the renaming is `Finset.sum_comm` and the chain is the five rewrites in `e`.

If a symmetric \(M\) gives the derivative along all symmetric directions, take \(D = M - F\), which is symmetric. Derivatives are unique, so \(\operatorname{tr}(DM) = \operatorname{tr}(DF)\), hence \(\operatorname{tr}(D^2) = \sum_{i,j} D_{ij}^2 = 0\) and \(D = 0\); the last step is `key`. The converse pairs `fock_isSymm` with `energy_hasDerivAt`.

Finally, `eightFold_witness` shows that the factorised array \((pq|rs) = (p+q+1)(r+s+1)\) on two functions satisfies `EightFold`, with \(J_{00} = 1 + 3 = 4\) and \(K_{00} = 1 + 4 = 5\) at the unit density, so the symmetry does not force \(J = K\). This array is an algebraic witness only, not a set of repulsion integrals: for real functions \((00|11) - (01|10) = \tfrac12\iint [\phi_0(1)\phi_1(2) - \phi_1(1)\phi_0(2)]^2/r_{12} \ge 0\), which gives \(K_{00} \le J_{00}\) at the unit density, whereas the model has \((01|10) = 4 > 3 = (00|11)\).

## Without pair symmetry, and with complex functions

The next two observations were worked out by hand and appear in no theorem above.

Take two functions, \(h = 0\), \((00|11) = 1\) and all other integrals zero. Then `swap` holds and `pair` fails, so this array is not a set of electron-repulsion integrals and serves only to test the hypothesis. The only entries that can be nonzero are \(J[P]_{00} = P_{11}\) and \(K[P]_{01} = P_{01}\), so \(E = \tfrac12 P_{00}P_{11} - \tfrac14 P_{10}P_{01}\). At \(P = \operatorname{diag}(1,0)\) one finds \(F = 0\), while along \(D = \operatorname{diag}(0,1)\) the energy is \(t/2\). The slope is \(\tfrac12\) and \(\operatorname{tr}(DF) = 0\): the block form survives, but \(F\) is no longer the gradient.

A version for complex basis functions would use Hermitian \(h\), \(P\), \(D\), \(M\) and replace `swap` by \((pq|rs) = (qp|sr)^*\), leaving a fourfold symmetry. The spin sums and the trace identities would be unchanged, and \(F\) would come out Hermitian. The order \(P_{sr}\) in \(J\) and \(K\), immaterial for real symmetric \(P\), would then matter, and the proof that \(J[P]\) is Hermitian would use the hermiticity of \(P\).
